# Pólya's enumeration theorem for finitely many sites and ligand types

Q: I have a ring of five equivalent sites, with different surroundings above and below the ring, and two ligand types. That gives $2^5=32$ placements, and the ring has five rotations, so I divide and get $6.4$ isomers. What went wrong?

A: Division assumes that each isomer appears as five different placements. The two uniform placements appear only once each. The repair is to count, for each rotation, the placements it leaves unchanged. With weights on the ligands, the same count also sorts isomers by composition.

Let a finite group $G$ act on the finite site set $X$, let $L$ be the finite set of ligand types, and give type $a$ a weight $w(a)$ in a commutative semiring $R$, for instance a commutative ring. Write $s_l=\sum_a w(a)^l$ for the power sums; textbooks often write $p_l$, but I need $p$ for a prime. The claim is

$$|G|\sum_{\text{isomers }q}W(q)=\sum_{g\in G}\ \prod_{\text{cycles }c\text{ of }g}s_{\ell(c)},$$

where $W(q)$ is the product of the ligand weights in $q$ and $\ell(c)$ is the number of sites in $c$.

Q: What is an isomer in the Lean file?

A: A placement is a function $f:X\to L$, called a colouring. An operation carries the ligands with it, so $(g\cdot f)(x)=f(g^{-1}x)$. The inverse makes $(gh)\cdot f=g\cdot(h\cdot f)$ hold. An isomer is an orbit of colourings.

```lean
import Mathlib

open scoped Classical

namespace PolyaEnumeration

noncomputable section

/-- A colouring places one ligand type from `L` on every site of `X`. -/
def Colouring (X L : Type*) := X → L

variable {G X L R : Type*} [Group G] [MulAction G X] [CommSemiring R]

instance [Fintype X] [Fintype L] : Fintype (Colouring X L) :=
  inferInstanceAs (Fintype (X → L))

/-- A symmetry operation carries the ligands along with the sites: `(g • f) x = f (g⁻¹ • x)`. -/
instance : MulAction G (Colouring X L) where
  smul g f := fun x => f (g⁻¹ • x)
  one_smul f := funext fun x => by
    change f ((1 : G)⁻¹ • x) = f x
    rw [inv_one, one_smul]
  mul_smul g h f := funext fun x => by
    change f ((g * h)⁻¹ • x) = f (h⁻¹ • g⁻¹ • x)
    rw [mul_inv_rev, mul_smul]

/-- An isomer is an orbit of colourings under the symmetry group `G`. -/
abbrev Isomer (G X L : Type*) [Group G] [MulAction G X] :=
  Quotient (MulAction.orbitRel G (Colouring X L))

instance [Fintype X] [Fintype L] : Fintype (Isomer G X L) := Fintype.ofFinite _
```

Q: Is an orbit really a chemical isomer?

A: That is the step you must supply: two placements are the same substance exactly when an operation in $G$ relates them. With proper rotations only, enantiomers count separately; with reflections included, they merge. The ligands are labels without internal structure. In chemistry, isomers also share one composition; here the word covers the distinct placements of every composition.

Q: And the cycles? I would have taken Mathlib's `cycleType`.

A: That is the mistake to avoid, because `cycleType` omits fixed points. The identity on your ring would then contribute $1$ instead of $2^5$. Here `SiteCycle` is the set of classes of sites linked by powers of the permutation, so a fixed site is a class of length one.

```lean
/-- The cycles of a permutation of the sites, each fixed point being a cycle of its own. -/
abbrev SiteCycle (σ : Equiv.Perm X) := Quotient (Equiv.Perm.SameCycle.setoid σ)

instance [Fintype X] (σ : Equiv.Perm X) : Fintype (SiteCycle σ) := Fintype.ofFinite _

/-- The length of a cycle is the number of sites in it. -/
def cycleLength [Fintype X] {σ : Equiv.Perm X} (c : SiteCycle σ) : ℕ :=
  (Finset.univ.filter fun x : X => (Quotient.mk _ x : SiteCycle σ) = c).card

/-- The `l`-th power sum of the ligand weights. -/
def powerSum [Fintype L] (w : L → R) (l : ℕ) : R := ∑ a, w a ^ l

/-- The weight of a colouring is the product of the weights of its ligands. -/
def weight [Fintype X] (w : L → R) (f : Colouring X L) : R := ∏ x, w (f x)
```

Q: Why does an orbit have a weight at all?

A: Because $\prod_x w(f(g^{-1}x))=\prod_x w(f(x))$: the map $x\mapsto g^{-1}x$ only reorders the factors. `weight_smul` proves this, and `isomerWeight` uses it to pass to the orbit.

```lean
/-- Symmetry operations leave the weight of a colouring unchanged. -/
theorem weight_smul [Fintype X] (w : L → R) (g : G) (f : Colouring X L) :
    weight w (g • f) = weight w f := by
  unfold weight
  exact Fintype.prod_equiv (MulAction.toPerm g⁻¹) _ _ (fun x => rfl)

/-- The weight of an isomer is the weight of any colouring that represents it. -/
def isomerWeight [Fintype X] (w : L → R) : Isomer G X L → R :=
  Quotient.lift (weight w) (by
    intro f f' h
    have h' : f ∈ MulAction.orbit G f' := h
    obtain ⟨g, rfl⟩ := h'
    exact weight_smul w g f')
```

Q: Now repair my division.

A: Fix an orbit $O$ with reference point $y_0$, and let $y=hy_0$ lie in it. If $gy=y$, then $(gh)y_0=y$, and every element carrying $y_0$ to $y$ arises once in this way. So the stabiliser $G_y$ has as many elements as $\{g: gy_0=y\}$. As $y$ runs over $O$, these sets partition $G$, hence $\sum_{y\in O}|G_y|=|G|$. Multiply by $W(O)$, sum over orbits, and exchange the sums:

$$|G|\sum_O W(O)=\sum_y|G_y|\,W(y)=\sum_g\ \sum_{y:\,gy=y}W(y),$$

where $W(y)$ is the weight of the orbit of $y$.

In the proof, `key` is the statement about one orbit. `Finset.card_bij` uses the map $g\mapsto gh$, and `Finset.sum_comm` exchanges the sums.

```lean
/-- Weighted orbit counting: for a finite group acting on a finite set, the order of the group
times the sum of a weight over orbits is the sum over `g` of the weights of the points
fixed by `g`. -/
theorem weighted_orbit_count {Y : Type*} [Fintype G] [MulAction G Y] [Fintype Y]
    [Fintype (Quotient (MulAction.orbitRel G Y))]
    (W : Quotient (MulAction.orbitRel G Y) → R) :
    (Fintype.card G : R) * ∑ q, W q =
      ∑ g : G, ∑ y ∈ Finset.univ.filter (fun y : Y => g • y = y), W (Quotient.mk _ y) := by
  -- the stabilisers along one orbit have |G| elements in total
  have key : ∀ q : Quotient (MulAction.orbitRel G Y),
      ∑ y ∈ Finset.univ.filter (fun y : Y => Quotient.mk (MulAction.orbitRel G Y) y = q),
        (Finset.univ.filter (fun g : G => g • y = y)).card = Fintype.card G := by
    intro q
    refine Quotient.inductionOn q fun y₀ => ?_
    have h1 : ∀ y ∈ Finset.univ.filter (fun y : Y => Quotient.mk (MulAction.orbitRel G Y) y =
        Quotient.mk (MulAction.orbitRel G Y) y₀),
        (Finset.univ.filter (fun g : G => g • y = y)).card =
          (Finset.univ.filter (fun g : G => g • y₀ = y)).card := by
      intro y hy
      have hy' : y ∈ MulAction.orbit G y₀ := Quotient.exact (Finset.mem_filter.mp hy).2
      obtain ⟨h, hh⟩ := hy'
      have hh' : h • y₀ = y := hh
      refine Finset.card_bij (fun g _ => g * h) ?_ ?_ ?_
      · intro g hg
        simp only [Finset.mem_filter, Finset.mem_univ, true_and] at hg ⊢
        rw [mul_smul, hh', hg]
      · intro a _ b _ hab
        exact mul_right_cancel hab
      · intro b hb
        simp only [Finset.mem_filter, Finset.mem_univ, true_and] at hb
        refine ⟨b * h⁻¹, ?_, by simp⟩
        simp only [Finset.mem_filter, Finset.mem_univ, true_and]
        rw [← hh', mul_smul, inv_smul_smul, hh', hb]
    rw [Finset.sum_congr rfl h1]
    refine (Finset.card_eq_sum_card_fiberwise (s := Finset.univ)
      (f := fun g : G => g • y₀) (fun g _ => ?_)).symm
    exact Finset.mem_coe.2 (Finset.mem_filter.2
      ⟨Finset.mem_univ _, Quotient.sound (MulAction.mem_orbit y₀ g)⟩)
  calc (Fintype.card G : R) * ∑ q, W q
      = ∑ q, ∑ y ∈ Finset.univ.filter
          (fun y : Y => Quotient.mk (MulAction.orbitRel G Y) y = q),
          ((Finset.univ.filter (fun g : G => g • y = y)).card : R) * W (Quotient.mk _ y) := by
        rw [Finset.mul_sum]
        refine Finset.sum_congr rfl fun q _ => ?_
        rw [← key q, Nat.cast_sum, Finset.sum_mul]
        refine Finset.sum_congr rfl fun y hy => ?_
        rw [(Finset.mem_filter.mp hy).2]
    _ = ∑ y : Y, ((Finset.univ.filter (fun g : G => g • y = y)).card : R) *
          W (Quotient.mk _ y) := Finset.sum_fiberwise _ _ _
    _ = _ := by
        -- exchange the sums over points and group elements
        simp_rw [Finset.sum_filter]
        symm
        rw [Finset.sum_comm]
        refine Finset.sum_congr rfl fun y _ => ?_
        rw [← Finset.sum_filter, Finset.sum_const, nsmul_eq_mul]
```

Q: Which colourings does $g$ leave unchanged?

A: Those that are constant on its cycles. If $g\cdot f=f$, then $g^i\cdot f=f$ for every integer $i$, so $f(x)=(g^i\cdot f)(g^ix)=f(g^ix)$. Conversely, $g^{-1}x$ and $x$ share a cycle, so constancy gives $f(g^{-1}x)=f(x)$.

```lean
/-- A colouring is unchanged by `g` exactly when sites in the same cycle of `g` carry
the same ligand type. -/
theorem smul_eq_iff_constant_on_cycles (g : G) (f : Colouring X L) :
    g • f = f ↔ ∀ x y, (MulAction.toPerm g : Equiv.Perm X).SameCycle x y → f x = f y := by
  constructor
  · rintro h x y ⟨i, rfl⟩
    have hi : g ^ i • f = f :=
      (MulAction.stabilizer G f).zpow_mem (MulAction.mem_stabilizer_iff.2 h) i
    have hp : ((MulAction.toPerm g : Equiv.Perm X) ^ i) x = g ^ i • x :=
      (DFunLike.congr_fun (map_zpow (MulAction.toPermHom G X) g i) x).symm
    have e : (g ^ i • f) (g ^ i • x) = f (g ^ i • x) := by rw [hi]
    change f ((g ^ i)⁻¹ • g ^ i • x) = _ at e
    rw [inv_smul_smul] at e
    rw [hp, e]
  · intro h
    exact funext fun x => show f (g⁻¹ • x) = f x from h (g⁻¹ • x) x ⟨1, by simp⟩
```

A fixed colouring is therefore a free choice of one ligand $a_c$ per cycle, with weight $\prod_c w(a_c)^{\ell(c)}$. Summing over all choices factorises:

$$\sum_{f:\,g\cdot f=f}\ \prod_x w(f(x))=\prod_c\sum_a w(a)^{\ell(c)}=\prod_c s_{\ell(c)}.$$

In Lean, `Finset.prod_univ_sum` expands the product of sums, `Finset.sum_bij` matches choices with fixed colourings, and `Finset.prod_fiberwise` groups the sites by cycle.

```lean
variable [Fintype X] [Fintype L]

/-- The total weight of the colourings fixed by `g` is the product, over the cycles of `g`, of
the power sum of the ligand weights whose order is the cycle length. -/
theorem sum_fixed_colourings (w : L → R) (g : G) :
    ∑ f ∈ Finset.univ.filter (fun f : Colouring X L => g • f = f), weight w f =
      ∏ c : SiteCycle (MulAction.toPerm g : Equiv.Perm X), powerSum w (cycleLength c) := by
  unfold powerSum
  rw [Finset.prod_univ_sum, Fintype.piFinset_univ]
  symm
  -- a fixed colouring is a free choice of one ligand type per cycle
  refine Finset.sum_bij (fun h _ => (fun x => h (Quotient.mk _ x) : Colouring X L)) ?_ ?_ ?_ ?_
  · intro h _
    refine Finset.mem_filter.2 ⟨Finset.mem_univ _,
      (smul_eq_iff_constant_on_cycles g _).2 fun x y hxy => ?_⟩
    exact congrArg h (Quotient.sound hxy)
  · intro h₁ _ h₂ _ e
    funext c
    refine Quotient.inductionOn c fun x => ?_
    exact congrFun e x
  · intro f hf
    have hf' := (smul_eq_iff_constant_on_cycles g f).1 (Finset.mem_filter.1 hf).2
    exact ⟨Quotient.lift (fun x => f x) (fun x y h => hf' x y h), Finset.mem_univ _, rfl⟩
  · intro h _
    change _ = ∏ x : X, w (h (Quotient.mk _ x))
    rw [← Finset.prod_fiberwise Finset.univ
      (fun x : X => (Quotient.mk _ x : SiteCycle (MulAction.toPerm g : Equiv.Perm X)))
      (fun x => w (h (Quotient.mk _ x)))]
    refine Finset.prod_congr rfl fun c _ => ?_
    unfold cycleLength
    symm
    apply Finset.prod_eq_pow_card
    intro x hx
    exact congrArg (fun c => w (h c)) (Finset.mem_filter.1 hx).2
```

Inserting this into the orbit count gives the theorem.

```lean
/-- **Pólya enumeration theorem.** For a finite group acting on finitely many sites, the order of
the group times the sum of the isomer weights is the sum over `g` of the product, over all cycles
of `g` including fixed points, of the power sums of the ligand weights. -/
theorem polya_enumeration [Fintype G] (w : L → R) :
    (Fintype.card G : R) * ∑ q : Isomer G X L, isomerWeight w q =
      ∑ g : G, ∏ c : SiteCycle (MulAction.toPerm g : Equiv.Perm X),
        powerSum w (cycleLength c) := by
  rw [weighted_orbit_count]
  exact Finset.sum_congr rfl fun g _ => sum_fixed_colourings w g
```

Q: You never divide by $|G|$.

A: A general semiring may not allow it. In the integers, or in polynomials with integer coefficients, $|G|$ can be cancelled and you recover the usual averaged form. The finiteness of $L$ is a real restriction: an unlimited supply of substituents, such as all alkyl groups graded by carbon number, must first be truncated.

Q: And the plain number of isomers?

A: Set every weight to the natural number $1$. Each power sum becomes $|L|$, and each $g$ contributes $|L|$ raised to the number of its cycles.

```lean
/-- The order of the finite group times the number of isomers is the sum over `g` of the number
of ligand types raised to the number of cycles of `g`. -/
theorem card_isomers [Fintype G] :
    Fintype.card G * Fintype.card (Isomer G X L) =
      ∑ g : G, Fintype.card L ^ Fintype.card (SiteCycle (MulAction.toPerm g : Equiv.Perm X)) := by
  have h := polya_enumeration (G := G) (X := X) (fun _ : L => (1 : ℕ))
  have h1 : ∀ q : Isomer G X L, isomerWeight (fun _ : L => (1 : ℕ)) q = 1 :=
    Quotient.ind fun f => by
      change weight (fun _ : L => (1 : ℕ)) f = 1
      simp [weight]
  simpa [h1, powerSum] using h
```

Q: Then finish my ring.

A: Two kinds of term are needed. The identity fixes every colouring, so it contributes $s_1^{|X|}$. A permutation that moves a nonempty $X$ in one cycle contributes $s_{|X|}$.

```lean
/-- The identity operation contributes the first power sum raised to the number of sites. -/
theorem identity_term (w : L → R) :
    ∏ c : SiteCycle (MulAction.toPerm (1 : G) : Equiv.Perm X), powerSum w (cycleLength c) =
      powerSum w 1 ^ Fintype.card X := by
  rw [← sum_fixed_colourings w (1 : G),
    Finset.filter_true_of_mem (fun f _ => one_smul G f)]
  have h := Finset.prod_univ_sum (fun _ : X => (Finset.univ : Finset L)) (fun _ a => w a)
  rw [Fintype.piFinset_univ, Finset.prod_const, Finset.card_univ] at h
  simp only [powerSum, pow_one]
  exact h.symm

/-- A permutation that moves all sites of a nonempty set in a single cycle contributes the power
sum whose order is the number of sites. -/
theorem single_cycle_term [Nonempty X] (w : L → R) (σ : Equiv.Perm X)
    (h : ∀ x y, σ.SameCycle x y) :
    ∏ c : SiteCycle σ, powerSum w (cycleLength c) = powerSum w (Fintype.card X) := by
  have hs : Subsingleton (SiteCycle σ) :=
    ⟨fun a b => Quotient.inductionOn₂ a b fun x y => Quotient.sound (h x y)⟩
  obtain ⟨x₀⟩ := ‹Nonempty X›
  rw [Fintype.prod_subsingleton _ (Quotient.mk _ x₀ : SiteCycle σ)]
  unfold cycleLength
  rw [Finset.filter_true_of_mem (fun x _ => Subsingleton.elim _ _), Finset.card_univ]
```

Label $p$ sites, $p$ prime, by the integers modulo $p$. After $n$ rotations by $a\neq0$, site $x$ has moved to $x+na$. Since $a$ is invertible modulo $p$, the choice $n=(y-x)a^{-1}$ reaches any $y$. All $p-1$ nontrivial rotations are thus single cycles, and

$$p\sum_q W(q)=s_1^p+(p-1)s_p.$$

Lean writes the rotation group as `Multiplicative (ZMod p)`, the same residues with addition written as a product. The weights now lie in a commutative ring because of the subtraction.

```lean
/-- For a ring of `p` sites, `p` prime, under the `p` cyclic shifts of its sites, `p` times the sum
of the isomer weights is the `p`-th power of the first power sum plus `p - 1` times the `p`-th power
sum. -/
theorem prime_ring {S : Type*} [CommRing S] (p : ℕ) [Fact p.Prime] (w : L → S) :
    (p : S) * ∑ q : Isomer (Multiplicative (ZMod p)) (ZMod p) L, isomerWeight w q =
      powerSum w 1 ^ p + ((p : S) - 1) * powerSum w p := by
  have hc : Fintype.card (Multiplicative (ZMod p)) = p :=
    (Fintype.card_multiplicative _).trans (ZMod.card p)
  -- every rotation other than the identity is a single cycle
  have hrot : ∀ g ∈ Finset.univ.erase (1 : Multiplicative (ZMod p)),
      ∏ c : SiteCycle (MulAction.toPerm g : Equiv.Perm (ZMod p)), powerSum w (cycleLength c) =
        powerSum w p := by
    intro g hg
    have ha : Multiplicative.toAdd g ≠ 0 := fun h =>
      (Finset.mem_erase.1 hg).1 (Multiplicative.toAdd.injective h)
    rw [single_cycle_term w _ ?_, ZMod.card]
    intro x y
    have hn : ∀ n : ℕ, ((MulAction.toPerm g : Equiv.Perm (ZMod p)) ^ n) x =
        n * Multiplicative.toAdd g + x := by
      intro n
      induction n with
      | zero => simp
      | succ n ih =>
        rw [pow_succ', Equiv.Perm.mul_apply, ih]
        change Multiplicative.toAdd g + (n * Multiplicative.toAdd g + x) = _
        push_cast
        ring
    refine ⟨((((y - x) * (Multiplicative.toAdd g)⁻¹).val : ℕ) : ℤ), ?_⟩
    rw [zpow_natCast, hn, ZMod.natCast_zmod_val, mul_assoc, inv_mul_cancel₀ ha, mul_one,
      sub_add_cancel]
  have h := polya_enumeration (G := Multiplicative (ZMod p)) (X := ZMod p) w
  rw [hc] at h
  rw [h, ← Finset.add_sum_erase _ _ (Finset.mem_univ (1 : Multiplicative (ZMod p))),
    identity_term, ZMod.card, Finset.sum_congr rfl hrot, Finset.sum_const,
    Finset.card_erase_of_mem (Finset.mem_univ _), Finset.card_univ, hc, nsmul_eq_mul,
    Nat.cast_pred (Fact.out : p.Prime).pos]

end

end PolyaEnumeration
```

```lean
#print axioms PolyaEnumeration.polya_enumeration
#print axioms PolyaEnumeration.card_isomers
#print axioms PolyaEnumeration.prime_ring
```

```
'PolyaEnumeration.polya_enumeration' depends on axioms: [propext, Classical.choice, Quot.sound]
'PolyaEnumeration.card_isomers' depends on axioms: [propext, Classical.choice, Quot.sound]
'PolyaEnumeration.prime_ring' depends on axioms: [propext, Classical.choice, Quot.sound]
```

For your ring, give the ligands weights $1$ and $t$:

$$\frac{(1+t)^5+4(1+t^5)}{5}=1+t+2t^2+2t^3+t^4+t^5.$$

At $t=1$ this is $(32+8)/5=8$ isomers. The coefficient $2$ of $t^2$ stands for the adjacent and the non-adjacent pair. If five half-turns about in-plane axes were also symmetries of the ring, exchanging its two faces, they would belong to $G$ too, and `prime_ring` would not cover that larger group. With two ligand types the count would still be $8$, but with three it would drop from $51$ to $39$.

Q: Would I meet this outside isomer counting?

A: Yes. In electronic-structure work on a substitutional alloy, it gives the number of symmetry-distinct occupations of a finite supercell whose symmetry group is fixed in advance. It says nothing about their energies.
